# The matrix of a time-reversal-odd Hermitian operator in a Kramers pair is b · σ with b real

The theorem `odd_eq_pauliDot` concerns a symmetric linear operator `A` on a complex inner product space and an antiunitary time reversal `T` with T² = −1, where `A` anticommutes with `T`. It says that the 2 × 2 array of matrix elements of `A` between ψ and Tψ equals b · σ, where b is the real vector (Re⟨ψ|ATψ⟩, −Im⟨ψ|ATψ⟩, ⟨ψ|Aψ⟩). The vector ψ is arbitrary and need not be normalised; for nonzero ψ, dividing the array and b by ‖ψ‖² gives the values for the normalised pair. The proof gets the lower diagonal entry from the vanishing trace, and the reality of ⟨ψ|Aψ⟩ and the conjugacy of the off-diagonal entries from the symmetry of `A`. It then compares the two matrices entry by entry.

An attempt in Lean 4 with a fault in it:

```lean
import Mathlib

open Matrix
open scoped ComplexConjugate

namespace KramersDoubletOperators

noncomputable section

variable {V : Type*} [NormedAddCommGroup V] [InnerProductSpace ℂ V]

/-- A conjugate-linear map `T` is a Kramers time reversal if it is antiunitary and squares
to minus one. -/
structure IsKramers (T : V →ₛₗ[starRingEnd ℂ] V) : Prop where
  anti : ∀ x y, inner ℂ (T x) (T y) = inner ℂ y x
  sq : ∀ x, T (T x) = -x

/-- The array of matrix elements of `A` between the states `ψ` and `T ψ`. -/
def doubletMatrix (T : V →ₛₗ[starRingEnd ℂ] V) (A : V →ₗ[ℂ] V) (ψ : V) :
    Matrix (Fin 2) (Fin 2) ℂ :=
  !![inner ℂ ψ (A ψ), inner ℂ ψ (A (T ψ));
     inner ℂ (T ψ) (A ψ), inner ℂ (T ψ) (A (T ψ))]

/-- The matrix `b · σ` of a real vector `b` contracted with the three Pauli matrices. -/
def pauliDot (b : Fin 3 → ℝ) : Matrix (Fin 2) (Fin 2) ℂ :=
  !![(b 2 : ℂ), (b 0 : ℂ) - Complex.I * (b 1 : ℂ);
     (b 0 : ℂ) + Complex.I * (b 1 : ℂ), -(b 2 : ℂ)]

/-- The real three-vector read off from the first row of the doublet matrix of `A`. -/
def effectiveField (T : V →ₛₗ[starRingEnd ℂ] V) (A : V →ₗ[ℂ] V) (ψ : V) : Fin 3 → ℝ :=
  ![(inner ℂ ψ (A (T ψ))).re, -(inner ℂ ψ (A (T ψ))).im, (inner ℂ ψ (A ψ)).re]

/-- A symmetric operator that anticommutes with time reversal has a traceless doublet matrix. -/
theorem odd_trace_zero {T : V →ₛₗ[starRingEnd ℂ] V} (hT : IsKramers T)
    {A : V →ₗ[ℂ] V} (hA : A.IsSymmetric) (hodd : ∀ x, A (T x) = -T (A x)) (ψ : V) :
    (doubletMatrix T A ψ).trace = 0 := by
  have h : inner ℂ (T ψ) (A (T ψ)) = -inner ℂ ψ (A ψ) := by
    rw [hodd, inner_neg_right, hT.anti]
    exact congrArg Neg.neg (hA _ _)
  simp [doubletMatrix, Matrix.trace_fin_two, h]

/-- The doublet matrix of a symmetric operator that anticommutes with time reversal is
`b · σ`, with `b` its real effective field. -/
theorem odd_eq_pauliDot {T : V →ₛₗ[starRingEnd ℂ] V} (hT : IsKramers T)
    {A : V →ₗ[ℂ] V} (hA : A.IsSymmetric) (hodd : ∀ x, A (T x) = -T (A x)) (ψ : V) :
    doubletMatrix T A ψ = pauliDot (effectiveField T A ψ) := by
  have htr := odd_trace_zero hT hA hodd ψ
  rw [Matrix.trace_fin_two] at htr
  change inner ℂ ψ (A ψ) + inner ℂ (T ψ) (A (T ψ)) = 0 at htr
  -- symmetry makes the expectation value real and the off-diagonal elements conjugate
  have hre : (((inner ℂ ψ (A ψ)).re : ℝ) : ℂ) = inner ℂ ψ (A ψ) := by
    apply Complex.conj_eq_iff_re.mp
    rw [inner_conj_symm]
    exact hA _ _
  have h10 : inner ℂ (T ψ) (A ψ) = conj (inner ℂ ψ (A (T ψ))) := by
    rw [inner_conj_symm]
    exact (hA _ _).symm
  have h11 : inner ℂ (T ψ) (A (T ψ)) = -inner ℂ ψ (A ψ) := by
    linear_combination htr
  ext i j
  fin_cases i <;> fin_cases j
  · exact hre.symm
  · change inner ℂ ψ (A (T ψ)) = _
    apply Complex.ext <;> simp [pauliDot, effectiveField]
  · change inner ℂ (T ψ) (A ψ) = _
    rw [h10]
    apply Complex.ext <;> simp [pauliDot, effectiveField]
  · change inner ℂ (T ψ) (A (T ψ)) = -(((inner ℂ ψ (A ψ)).re : ℝ) : ℂ)
    rw [h11, hre]

end

end KramersDoubletOperators
```

Messages:

```
Main.lean:65:2: error: unsolved goals
case «1».«0».a
V : Type u_1
inst✝¹ : NormedAddCommGroup V
inst✝ : InnerProductSpace ℂ V
T : V →ₗ⋆[ℂ] V
hT : IsKramers T
A : V →ₗ[ℂ] V
hA : A.IsSymmetric
hodd : ∀ (x : V), A (T x) = -T (A x)
ψ : V
htr : inner ℂ ψ (A ψ) + inner ℂ (T ψ) (A (T ψ)) = 0
hre : ↑(inner ℂ ψ (A ψ)).re = inner ℂ ψ (A ψ)
h10 : inner ℂ (T ψ) (A ψ) = (starRingEnd ℂ) (inner ℂ ψ (A (T ψ)))
h11 : inner ℂ (T ψ) (A (T ψ)) = -inner ℂ ψ (A ψ)
⊢ (inner ℂ (A (T ψ)) ψ).re = (inner ℂ ψ (A (T ψ))).re

case «1».«0».a
V : Type u_1
inst✝¹ : NormedAddCommGroup V
inst✝ : InnerProductSpace ℂ V
T : V →ₗ⋆[ℂ] V
hT : IsKramers T
A : V →ₗ[ℂ] V
hA : A.IsSymmetric
hodd : ∀ (x : V), A (T x) = -T (A x)
ψ : V
htr : inner ℂ ψ (A ψ) + inner ℂ (T ψ) (A (T ψ)) = 0
hre : ↑(inner ℂ ψ (A ψ)).re = inner ℂ ψ (A ψ)
h10 : inner ℂ (T ψ) (A ψ) = (starRingEnd ℂ) (inner ℂ ψ (A (T ψ)))
h11 : inner ℂ (T ψ) (A (T ψ)) = -inner ℂ ψ (A ψ)
⊢ (inner ℂ (A (T ψ)) ψ).im = -(inner ℂ ψ (A (T ψ))).im
```

Cause. The error is in the lower-left entry, and the two unsolved goals are its real and imaginary parts. After `rw [h10]`, the left side is the conjugate of `inner ℂ ψ (A (T ψ))`, and the right side is built from the real and imaginary parts of that same inner product. All that is needed is that conjugation keeps the real part and flips the sign of the imaginary part.

But `inner_conj_symm` is a simp lemma, and `simp` simplifies the inner term first. It turns the conjugate into the swapped product `inner ℂ (A (T ψ)) ψ`, so the rules for the real and imaginary parts of a conjugate no longer find one. The goals left over are true, but they relate two differently ordered inner products, and `simp` does not close them.

Writing `-inner_conj_symm` switches that lemma off for this call. The conjugate stays in place, its real and imaginary parts simplify as intended, and both goals close.

The change, after which it compiles:

```diff
@@ -65,5 +65,5 @@
   · change inner ℂ (T ψ) (A ψ) = _
     rw [h10]
-    apply Complex.ext <;> simp [pauliDot, effectiveField]
+    apply Complex.ext <;> simp [pauliDot, effectiveField, -inner_conj_symm]
   · change inner ℂ (T ψ) (A (T ψ)) = -(((inner ℂ ψ (A ψ)).re : ℝ) : ℂ)
     rw [h11, hre]
```
